# A negative eigenvalue in truncated vertex-correction residues, and a causal Green's function from completed squares

## Amplitudes, poles and conventions

Vectors are complex columns over a finite orthonormal one-particle basis, and a star denotes the adjoint, so \(ab^*\) is the matrix with entries \(a_i\overline{b_j}\). At one pole of the self-energy, \(a\) is the amplitude without the vertex correction and \(b\) is the correction to it. The full residue is the completed square
\[
(a+b)(a+b)^* = aa^*+ab^*+ba^*+bb^* .
\]
Keeping only the terms up to first order in \(b\) gives the truncated residue \(T=aa^*+ab^*+ba^*\).

The poles are labelled by \(k\), with energies \(E_k\) and residue matrices \(R_k\). The one-particle Hamiltonian \(h\) contains any static part of the self-energy, and \(z\) is a complex energy. With \(1\) for the identity matrix,
\[
S(z)=\sum_k\frac{R_k}{z-E_k},\qquad A=z-h-S(z),\qquad G=A^{-1}.
\]
The spectral matrix is \(\mathrm i(G-G^*)\), without a factor \(1/2\pi\). The derivation also uses the weight matrix
\[
W=1+\sum_k\frac{R_k}{|z-E_k|^2}.
\]

In the code, `n` is the type of basis labels and `ι` the type of pole labels. The product \(ab^*\) is `vecMulVec a (star b)`, the adjoint of a matrix is `ᴴ`, and \(x^*Mx\) is `star x ⬝ᵥ M *ᵥ x`. The matrices \(A\), \(G\) and \(W\) are `dyson`, `green` and `weight`.

```lean
import Mathlib

open Matrix
open scoped ComplexOrder ComplexConjugate

namespace GWVertexPositivity

noncomputable section

variable {n ι : Type*} [Fintype n] [DecidableEq n] [Fintype ι]

/-- The residue `aa* + ab* + ba*`, in which the term `bb*` is dropped. -/
def truncatedResidue (a b : n → ℂ) : Matrix n n ℂ :=
  vecMulVec a (star a) + vecMulVec a (star b) + vecMulVec b (star a)

/-- The completed square `(a + b)(a + b)*`. -/
def fullResidue (a b : n → ℂ) : Matrix n n ℂ := vecMulVec (a + b) (star (a + b))

/-- The self-energy with poles `E k` and residues `R k`, for `z` away from the poles. -/
def selfEnergy (E : ι → ℝ) (R : ι → Matrix n n ℂ) (z : ℂ) : Matrix n n ℂ :=
  ∑ k, (z - E k)⁻¹ • R k

/-- The Dyson matrix `z - h - S(z)`, for `z` away from the poles. -/
def dyson (h : Matrix n n ℂ) (E : ι → ℝ) (R : ι → Matrix n n ℂ) (z : ℂ) : Matrix n n ℂ :=
  z • (1 : Matrix n n ℂ) - h - selfEnergy E R z

/-- The Green's function, for `z` away from the poles and an invertible Dyson matrix. -/
def green (h : Matrix n n ℂ) (E : ι → ℝ) (R : ι → Matrix n n ℂ) (z : ℂ) : Matrix n n ℂ :=
  (dyson h E R z)⁻¹

/-- The spectral matrix `i(G - G*)`, on the domain of the Green's function. -/
def spectral (h : Matrix n n ℂ) (E : ι → ℝ) (R : ι → Matrix n n ℂ) (z : ℂ) : Matrix n n ℂ :=
  Complex.I • (green h E R z - (green h E R z)ᴴ)

/-- The matrix `1 + ∑ R k / |z - E k|²`, for `z` away from the poles. -/
def weight (E : ι → ℝ) (R : ι → Matrix n n ℂ) (z : ℂ) : Matrix n n ℂ :=
  1 + ∑ k, (((Complex.normSq (z - E k))⁻¹ : ℝ) : ℂ) • R k
```

Each hypothesis below comes with a small example of what can happen without it; these examples are plain algebra, with no theorem behind them.

## The correction is not a multiple of the corrected amplitude

The hypothesis `hb : ∀ c : ℂ, b ≠ c • (a + b)` says that the vertex correction does more than rescale the total amplitude: \(b\) has a component orthogonal to \(a+b\). If \(a+b=0\), it says that \(b\neq0\).

For any vector \(x\), a rank-one term has the form \(x^*(vw^*)x=(x^*v)\overline{(x^*w)}\). With \(\alpha=x^*a\) and \(\beta=x^*b\),
\[
x^*Tx=|\alpha|^2+\alpha\bar\beta+\beta\bar\alpha
=|\alpha+\beta|^2-|\beta|^2
=|x^*(a+b)|^2-|x^*b|^2 .
\]
To isolate the negative term, let \(u=a+b\) and \(x=b-cu\), where \(c=u^*b/u^*u\) if \(u\neq0\) and \(c=0\) otherwise. Then \(x^*u=0\), and the hypothesis gives \(x\neq0\). Since \(b=x+cu\), we have \(x^*b=\|x\|^2\), and so
\[
x^*Tx=-\|x\|^4<0 .
\]
For the normalised vector \(x/\|x\|\) the expectation value is \(-\|x\|^2\). The matrix \(T\) is Hermitian, because \((ab^*)^*=ba^*\). With orthonormal eigenvectors \(v_i\) and eigenvalues \(\mu_i\), \(x^*Tx=\sum_i\mu_i|v_i^*x|^2\), so at least one \(\mu_i\) is negative.

The first lemma is the formula for the quadratic form \(x^*Tx\). Its inner statement `key` is the rank-one formula, and `ring` collects the terms.

```lean
omit [DecidableEq n] in
/-- The quadratic form `x*Tx` of the truncated residue `T` is `|x*(a + b)|² - |x*b|²`. -/
theorem truncated_form (a b x : n → ℂ) :
    star x ⬝ᵥ truncatedResidue a b *ᵥ x =
      ((Complex.normSq (star x ⬝ᵥ (a + b)) - Complex.normSq (star x ⬝ᵥ b) : ℝ) : ℂ) := by
  have key (v w : n → ℂ) : star x ⬝ᵥ vecMulVec v (star w) *ᵥ x =
      (star x ⬝ᵥ v) * conj (star x ⬝ᵥ w) := by
    have h1 : vecMulVec v (star w) *ᵥ x = (star w ⬝ᵥ x) • v := by
      ext i
      simp only [mulVec, dotProduct, vecMulVec_apply, Pi.smul_apply, smul_eq_mul,
        Finset.sum_mul]
      exact Finset.sum_congr rfl fun j _ => by ring
    rw [h1, dotProduct_smul, smul_eq_mul, Matrix.star_dotProduct w x, mul_comm]
    rfl
  rw [truncatedResidue, add_mulVec, add_mulVec, dotProduct_add, dotProduct_add,
    key, key, key, Complex.ofReal_sub, ← Complex.mul_conj, ← Complex.mul_conj,
    dotProduct_add, map_add]
  ring
```

The second lemma constructs \(x\). The case split on `u = 0` supplies \(c\), `hx` is the orthogonality, and `h1` shows that \(x^*b=0\) would force \(x=0\) and hence \(b=cu\).

```lean
omit [DecidableEq n] in
/-- If `b` is not a multiple of `u`, some vector is orthogonal to `u` but not to `b`. -/
theorem exists_probe {u b : n → ℂ} (hb : ∀ c : ℂ, b ≠ c • u) :
    ∃ x : n → ℂ, star x ⬝ᵥ u = 0 ∧ star x ⬝ᵥ b ≠ 0 := by
  obtain ⟨c, hc⟩ : ∃ c : ℂ, star u ⬝ᵥ b = c * (star u ⬝ᵥ u) := by
    by_cases hu : u = 0
    · exact ⟨0, by simp [hu]⟩
    · exact ⟨_, (div_mul_cancel₀ _ (mt dotProduct_star_self_eq_zero.1 hu)).symm⟩
  -- project `b` onto the complement of `u`
  have hx : star (b - c • u) ⬝ᵥ u = 0 := by
    rw [Matrix.star_dotProduct, dotProduct_sub, dotProduct_smul, hc, smul_eq_mul,
      sub_self, star_zero]
  refine ⟨b - c • u, hx, fun h0 => hb c ?_⟩
  have h1 : star (b - c • u) ⬝ᵥ (b - c • u) = 0 := by
    rw [dotProduct_sub, dotProduct_smul, hx, h0, smul_zero, sub_zero]
  exact sub_eq_zero.1 (dotProduct_star_self_eq_zero.1 h1)
```

The theorem states that there are a real \(\mu<0\) and a nonzero \(v\) with \(Tv=\mu v\). The proof runs the spectral argument by contradiction: if no eigenvalue were negative, \(T\) would be positive semidefinite (`hp`), which the vector from `exists_probe` refutes.

```lean
/-- If `b` is not a multiple of `a + b`, the truncated residue has a negative eigenvalue. -/
theorem truncated_negative_eigenvalue {a b : n → ℂ} (hb : ∀ c : ℂ, b ≠ c • (a + b)) :
    ∃ μ : ℝ, μ < 0 ∧ ∃ v : n → ℂ, v ≠ 0 ∧ truncatedResidue a b *ᵥ v = (μ : ℂ) • v := by
  have hM : (truncatedResidue a b).IsHermitian := by
    ext i j
    simp [truncatedResidue, vecMulVec_apply]
    ring
  by_contra hcon
  -- without a negative eigenvalue the residue would be positive semidefinite
  have hp : (truncatedResidue a b).PosSemidef := by
    refine hM.posSemidef_iff_eigenvalues_nonneg.2 fun i => ?_
    by_contra hi
    refine hcon ⟨hM.eigenvalues i, lt_of_not_ge hi, (hM.eigenvectorBasis i).ofLp, ?_, ?_⟩
    · intro h0
      apply hM.eigenvectorBasis.orthonormal.ne_zero i
      ext j
      exact congrFun h0 j
    · rw [hM.mulVec_eigenvectorBasis i]
      ext j
      simp
  obtain ⟨x, hx, hxb⟩ := exists_probe hb
  have h1 := hp.dotProduct_mulVec_nonneg x
  rw [truncated_form, hx, map_zero] at h1
  linarith [Complex.zero_le_real.1 h1, Complex.normSq_pos.2 hxb]
```

Without the hypothesis, \(b=c(a+b)\) for some \(c\), and \(T=(1-|c|^2)(a+b)(a+b)^*\). For \(|c|\le1\), which includes \(b=0\), no eigenvalue is negative. For \(|c|>1\) and \(a+b\neq0\) there still is one, so the hypothesis is sufficient but not necessary.

## The Hamiltonian is Hermitian and the poles are real

Hermitian \(h\) means that the one-particle part has neither gain nor loss. Real \(E_k\) describe undamped excitations. The first condition is `hh : h.IsHermitian`; the second is built into the type `E : ι → ℝ`.

By hand, both enter when \(A^*\) is subtracted from \(A\). The terms \(h\) and \(h^*\) cancel, and for real \(E_k\)
\[
\frac1{z-E_k}-\frac1{\bar z-E_k}=\frac{\bar z-z}{|z-E_k|^2}=-\frac{2\mathrm i\,\operatorname{Im}z}{|z-E_k|^2}.
\]
With Hermitian residues this gives
\[
A-A^*=2\mathrm i\,\operatorname{Im}z\;W .
\]

In the proof, `hS` is the pole-by-pole subtraction, `hh.eq` replaces \(h^*\) by \(h\), and `module` collects the terms.

```lean
omit [Fintype n] in
/-- For Hermitian `h`, real poles, Hermitian residues and `Im z > 0`, the Dyson matrix `A` and the
weight matrix `W` satisfy `A - A* = 2i Im z · W`. -/
theorem dyson_sub_adjoint {h : Matrix n n ℂ} (hh : h.IsHermitian) (E : ι → ℝ)
    {R : ι → Matrix n n ℂ} (hR : ∀ k, (R k).IsHermitian) {z : ℂ} (hz : 0 < z.im) :
    dyson h E R z - (dyson h E R z)ᴴ = (2 * Complex.I * z.im) • weight E R z := by
  have hc (w : ℂ) : w - conj w = 2 * Complex.I * w.im := by
    rw [Complex.sub_conj]
    push_cast
    ring
  have hS : (selfEnergy E R z)ᴴ - selfEnergy E R z = (2 * Complex.I * z.im) •
      ∑ k, (((Complex.normSq (z - E k))⁻¹ : ℝ) : ℂ) • R k := by
    rw [selfEnergy, conjTranspose_sum, ← Finset.sum_sub_distrib, Finset.smul_sum]
    refine Finset.sum_congr rfl fun k _ => ?_
    rw [conjTranspose_smul, (hR k).eq, ← sub_smul, smul_smul]
    congr 1
    have him : (z - E k).im = z.im := by simp
    have hw : z - E k ≠ 0 := fun h0 => by
      rw [h0, Complex.zero_im] at him
      exact hz.ne him
    have hw' : conj (z - E k) ≠ 0 := (map_ne_zero _).2 hw
    rw [star_inv₀, ← him, ← hc, Complex.ofReal_inv, ← Complex.mul_conj]
    change (conj (z - E k))⁻¹ - (z - E k)⁻¹ = _
    rw [inv_sub_inv hw' hw, div_eq_mul_inv, mul_comm (conj (z - E k)) (z - E k)]
  have hz' : z - star z = 2 * Complex.I * z.im := hc z
  rw [weight, smul_add, ← hS, ← hz', dyson, conjTranspose_sub, conjTranspose_sub,
    conjTranspose_smul, conjTranspose_one, hh.eq]
  module
```

Both conditions exclude real failures, already for \(1\times1\) matrices. With \(h=\mathrm i\) and no poles, \(A\) vanishes at \(z=\mathrm i\); this is a Hamiltonian with gain. With \(h=0\), residue \(1\) and a pole at \(2\mathrm i\), \(A=z-1/(z-2\mathrm i)\) also vanishes at \(z=\mathrm i\); this is a pole in the upper half-plane.

## The residues are positive semidefinite

The hypothesis `hR : ∀ k, (R k).PosSemidef` says that every pole contributes a non-negative scattering strength in every one-particle state.

It gives \(x^*Wx\ge\|x\|^2>0\) for \(x\neq0\). If \(Ax=0\), then also \(x^*A^*=0\), so
\[
0=x^*(A-A^*)x=2\mathrm i\,\operatorname{Im}z\;x^*Wx ,
\]
which is impossible for \(x\ne0\). Hence \(A\) is invertible. From \(GA=1\) and \(A^*G^*=1\) it follows that
\[
G-G^*=-G(A-A^*)G^*,\qquad \mathrm i(G-G^*)=2\operatorname{Im}z\;GWG^* .
\]
For \(y\neq0\) the vector \(G^*y\) is nonzero, and
\[
y^*\,\mathrm i(G-G^*)\,y=2\operatorname{Im}z\;(G^*y)^*W(G^*y)>0 .
\]

The theorem has two conclusions: `IsUnit` is the invertibility of \(A\), and `PosDef` says that the spectral matrix is Hermitian with a positive quadratic form on nonzero vectors. The first says that `green` is a true inverse; for a singular matrix Lean would set the inverse to zero. Since it holds at every \(z\) in the upper half-plane, \(G\) has no poles there, which is what makes it causal. In the proof, `hW` is the positivity of \(W\), `hA` the null-vector argument, `h3` the resolvent identity, `h4` the formula with \(GWG^*\), and `h5` its quadratic form at \(y\).

```lean
/-- For Hermitian `h`, real poles, positive semidefinite residues and `Im z > 0`, the Dyson
matrix is invertible and `i(G - G*)` is positive definite. -/
theorem green_causal {h : Matrix n n ℂ} (hh : h.IsHermitian) (E : ι → ℝ)
    {R : ι → Matrix n n ℂ} (hR : ∀ k, (R k).PosSemidef) {z : ℂ} (hz : 0 < z.im) :
    IsUnit (dyson h E R z) ∧ (spectral h E R z).PosDef := by
  have hskew := dyson_sub_adjoint hh E (fun k => (hR k).isHermitian) hz
  have hW : (weight E R z).PosDef :=
    PosDef.one.add_posSemidef (posSemidef_sum _ fun k _ =>
      (hR k).smul (Complex.zero_le_real.2 (inv_nonneg.2 (Complex.normSq_nonneg _))))
  have hA : IsUnit (dyson h E R z) := by
    refine (isUnit_iff_isUnit_det _).2 (isUnit_iff_ne_zero.2 fun hdet => ?_)
    -- a null vector would have zero weight
    obtain ⟨x, hx, hAx⟩ := exists_mulVec_eq_zero_iff.2 hdet
    have key : star x ⬝ᵥ (dyson h E R z - (dyson h E R z)ᴴ) *ᵥ x = 0 := by
      rw [sub_mulVec, hAx, zero_sub, dotProduct_neg, dotProduct_mulVec, ← star_mulVec,
        hAx, star_zero, zero_dotProduct, neg_zero]
    rw [hskew, smul_mulVec, dotProduct_smul, smul_eq_mul] at key
    exact mul_ne_zero (by simp [hz.ne']) (hW.dotProduct_mulVec_pos hx).ne' key
  have h1 : green h E R z * dyson h E R z = 1 :=
    nonsing_inv_mul _ ((isUnit_iff_isUnit_det _).1 hA)
  have h2 : (dyson h E R z)ᴴ * (green h E R z)ᴴ = 1 := by
    rw [← conjTranspose_mul, h1, conjTranspose_one]
  -- the resolvent identity `G - G* = -G (A - A*) G*`
  have h3 : green h E R z - (green h E R z)ᴴ =
      -(green h E R z * (dyson h E R z - (dyson h E R z)ᴴ) * (green h E R z)ᴴ) := by
    rw [mul_sub, sub_mul, h1, one_mul, mul_assoc, h2, mul_one, neg_sub]
  have h4 : spectral h E R z =
      (2 * z.im : ℂ) • (green h E R z * weight E R z * (green h E R z)ᴴ) := by
    rw [spectral, h3, hskew, mul_smul_comm, smul_mul_assoc, smul_neg, smul_smul, ← neg_smul]
    congr 1
    linear_combination (-2 * (z.im : ℂ)) * Complex.I_sq
  refine ⟨hA, posDef_iff_dotProduct_mulVec.2 ⟨?_, ?_⟩⟩
  · have hI : star Complex.I = -Complex.I := Complex.conj_I
    change (spectral h E R z)ᴴ = _
    rw [spectral, conjTranspose_smul, conjTranspose_sub, conjTranspose_conjTranspose, hI]
    module
  · intro y hy
    -- the quadratic form at `y` is `2 Im z` times that of the weight matrix at `G*y`
    have h5 : star y ⬝ᵥ spectral h E R z *ᵥ y = (2 * z.im : ℂ) *
        (star ((green h E R z)ᴴ *ᵥ y) ⬝ᵥ weight E R z *ᵥ ((green h E R z)ᴴ *ᵥ y)) := by
      rw [h4, smul_mulVec, dotProduct_smul, smul_eq_mul, star_mulVec,
        conjTranspose_conjTranspose, ← dotProduct_mulVec, mulVec_mulVec, mulVec_mulVec]
    have h6 : (0 : ℂ) < 2 * z.im := by exact_mod_cast mul_pos two_pos hz
    rw [h5]
    refine mul_pos h6 (hW.dotProduct_mulVec_pos fun h0 => hy ?_)
    rw [← one_mulVec y, ← h2, ← mulVec_mulVec, h0, mulVec_zero]
```

Hermitian residues alone are not enough. Take the \(1\times1\) case \(a=-1\), \(b=1\), for which \(T=-1\). With \(h=0\) and one pole at \(0\), \(A=z+1/z\), which vanishes at \(z=\mathrm i\). Here a truncated residue destroys the invertibility. In general, a negative eigenvalue in one residue need not do so at a given \(z\), because the argument needs only that the whole of \(W\) is positive definite there.

## The energy lies in the upper half-plane

The hypothesis `hz : 0 < z.im` selects the retarded Green's function, with \(\operatorname{Im}z\) acting as a finite broadening. It has three uses. It keeps \(z\) away from the real poles, which is `hw` in `dyson_sub_adjoint`; it makes the factor \(2\mathrm i\operatorname{Im}z\) nonzero in the null-vector argument, which is `hA` in `green_causal`; and it makes the factor \(2\operatorname{Im}z\) positive, which is `h6` there.

At a real \(z\) away from the poles, \(A\) is Hermitian. It may be singular, and where it is invertible \(\mathrm i(G-G^*)\) is zero. In the lower half-plane the same algebra gives an invertible \(A\), but \(\mathrm i(G-G^*)\) is negative definite.

## Completed squares meet the residue condition

For \(R_k=(a_k+b_k)(a_k+b_k)^*\),
\[
x^*R_kx=|x^*(a_k+b_k)|^2\ge0 ,
\]
so the condition on the residues holds for all amplitudes \(a_k\) and \(b_k\). The last theorem therefore assumes only Hermitian \(h\), real poles and \(\operatorname{Im}z>0\). Its proof passes the positivity of each completed square to `green_causal`.

```lean
/-- For Hermitian `h`, real poles, completed-square residues and `Im z > 0`, the matrix
`z - h - S(z)` is invertible and `i(G - G*)` is positive definite. -/
theorem completed_square_causal {h : Matrix n n ℂ} (hh : h.IsHermitian) (E : ι → ℝ)
    (a b : ι → n → ℂ) {z : ℂ} (hz : 0 < z.im) :
    IsUnit (dyson h E (fun k => fullResidue (a k) (b k)) z) ∧
      (spectral h E (fun k => fullResidue (a k) (b k)) z).PosDef :=
  green_causal hh E (fun k => posSemidef_vecMulVec_self_star (a k + b k)) hz

end

end GWVertexPositivity
```

```lean
#print axioms GWVertexPositivity.truncated_negative_eigenvalue
#print axioms GWVertexPositivity.completed_square_causal
```

```
'GWVertexPositivity.truncated_negative_eigenvalue' depends on axioms: [propext, Classical.choice, Quot.sound]
'GWVertexPositivity.completed_square_causal' depends on axioms: [propext, Classical.choice, Quot.sound]
```

In the name of the GW approximation, W is the screened interaction, not the weight matrix above. For vertex corrections beyond that approximation, the result means the following: in a finite basis, with Hermitian \(h\), finitely many real poles and \(\operatorname{Im}z>0\), the Green's function has a positive definite spectral matrix if the term \(b_kb_k^*\) is retained at every pole. The amplitudes and pole energies are given as input: they are not derived from a diagrammatic expansion or determined self-consistently, and continuous spectra and the limit \(\operatorname{Im}z\to0\) are left aside.
